# With 2 − S positive semidefinite, the orbital-minimization energy is at least the sum of the negative eigenvalues

The orbital-minimization method seeks the lowest energy of independent electrons without keeping their orbitals orthonormal, and its search can run away to minus infinity. Let the columns of $C$ hold the orbitals in a finite orthonormal basis, let $S=C^\dagger C$ be their overlap, and let $H$ be a fixed one-electron Hamiltonian. The orbital-minimization energy is

$$E(C)=\mathrm{Re}\,\mathrm{tr}\big[(2-S)\,C^\dagger H C\big].$$

Here 2 stands for twice the identity matrix. Each level is counted once; for spin-paired electrons the energy and its bound are both doubled. For one level $\varepsilon>0$ and one orbital with coefficient $c$, $E$ is $\varepsilon(2|c|^2-|c|^4)$, which is negative for $|c|^2>2$ and falls without limit as $|c|$ grows. Requiring $2-S$ to be positive semidefinite excludes that region: no combination of orbitals with normalised coefficients may have squared norm above 2. The energy then has a floor, for any number of orbitals and any signs of the levels.

## Energy and occupations

```lean
import Mathlib

open Matrix
open scoped ComplexOrder

namespace OrbitalMinimization

noncomputable section

variable {n m : Type*} [Fintype n] [DecidableEq n] [Fintype m] [DecidableEq m]
```

The type `n` labels basis states and `m` labels orbitals. Both are finite, and their sizes are unrelated.

```lean
/-- The orbital-minimization energy `Re tr((2 - S) Cᴴ H C)` with overlap `S = Cᴴ C`;
the columns of `C` are the orbitals. -/
def omEnergy (H : Matrix n n ℂ) (C : Matrix n m ℂ) : ℝ :=
  (trace (((2 : ℂ) • (1 : Matrix m m ℂ) - Cᴴ * C) * (Cᴴ * H * C))).re
```

This is $E(C)$, with `Cᴴ` for $C^\dagger$. For Hermitian $H$ the trace is already real, so taking the real part loses nothing.

```lean
/-- The occupation of basis state `i`: the real part of the `i`-th diagonal element of the
density matrix `C (2 - S) Cᴴ`. -/
def occ (C : Matrix n m ℂ) (i : n) : ℝ :=
  ((C * ((2 : ℂ) • (1 : Matrix m m ℂ) - Cᴴ * C) * Cᴴ) i i).re
```

The density matrix is $P=C(2-S)C^\dagger$, and `occ C i` is $P_{ii}$. Despite its name, this "occupation" can be negative when the orbitals are unconstrained.

```lean
omit [DecidableEq n] in
/-- No basis state is occupied more than once, whatever the orbitals. -/
theorem occ_le_one (C : Matrix n m ℂ) (i : n) : occ C i ≤ 1 := by
  -- with X = C Cᴴ the density matrix is 2 X - X Xᴴ
  have hP : C * ((2 : ℂ) • (1 : Matrix m m ℂ) - Cᴴ * C) * Cᴴ
      = (2 : ℂ) • (C * Cᴴ) - (C * Cᴴ) * (C * Cᴴ)ᴴ := by
    simp only [Matrix.mul_sub, Matrix.sub_mul, Matrix.mul_smul, Matrix.smul_mul,
      Matrix.mul_one, conjTranspose_mul, conjTranspose_conjTranspose, Matrix.mul_assoc]
  unfold occ
  rw [hP]
  generalize C * Cᴴ = X
  have hsq : ((X * Xᴴ) i i).re = ∑ j, Complex.normSq (X i j) := by
    rw [Matrix.mul_apply, Complex.re_sum]
    refine Finset.sum_congr rfl fun j _ => ?_
    simp [conjTranspose_apply, Complex.normSq_apply, Complex.mul_re]
  have hone : Complex.normSq (X i i) ≤ ∑ j, Complex.normSq (X i j) :=
    Finset.single_le_sum (f := fun j => Complex.normSq (X i j))
      (fun j _ => Complex.normSq_nonneg _) (Finset.mem_univ i)
  have htwo : (((2 : ℂ) • X) i i).re = 2 * (X i i).re := by
    simp [Matrix.smul_apply, Complex.mul_re]
  rw [Matrix.sub_apply, Complex.sub_re, hsq, htwo]
  rw [Complex.normSq_apply] at hone
  nlinarith [sq_nonneg ((X i i).re - 1), sq_nonneg (X i i).im]
```

Put $X=CC^\dagger$. Then $P=2X-X^2$, and since $X$ is Hermitian, with $x=X_{ii}$ real,

$$P_{ii}=2x-\sum_j|X_{ij}|^2\le 2x-x^2=1-(1-x)^2\le 1.$$

`hP` rewrites $P$, `hsq` expands the diagonal of the square, and `hone` keeps only the term $j=i$. After `generalize`, Lean no longer knows that $x$ is real, so the final `nlinarith` also uses the square of its imaginary part.

```lean
omit [DecidableEq n] in
/-- If `2 - S` is positive semidefinite, no occupation is negative. -/
theorem occ_nonneg (C : Matrix n m ℂ)
    (hS : ((2 : ℂ) • (1 : Matrix m m ℂ) - Cᴴ * C).PosSemidef) (i : n) : 0 ≤ occ C i := by
  have h := (hS.mul_mul_conjTranspose_same C).diag_nonneg (i := i)
  simpa [occ] using (Complex.le_def.mp h).1
```

Let $v=C^\dagger e_i$, where $e_i$ is the $i$-th basis vector. Then $P_{ii}=v^\dagger(2-S)v\ge0$. The hypothesis `hS` is used for this sign; the upper limit of 1 needed no constraint.

## Rotation to the eigenstates

```lean
omit [Fintype m] [DecidableEq m] in
/-- A unitary change of basis leaves the overlap matrix of the orbitals unchanged. -/
theorem overlap_rotate (U : Matrix n n ℂ) (hU : U * Uᴴ = 1) (C : Matrix n m ℂ) :
    (Uᴴ * C)ᴴ * (Uᴴ * C) = Cᴴ * C := by
  rw [conjTranspose_mul, conjTranspose_conjTranspose, Matrix.mul_assoc,
    ← Matrix.mul_assoc U, hU, Matrix.one_mul]
```

For unitary $U$, $(U^\dagger C)^\dagger(U^\dagger C)=C^\dagger UU^\dagger C=S$.

```lean
/-- For a Hamiltonian `U diag(k) Uᴴ` with `U` unitary, the energy is the sum of the levels `k i`
weighted with the occupations of the rotated orbitals `Uᴴ C`. -/
theorem omEnergy_eq_sum (U : Matrix n n ℂ) (hU : U * Uᴴ = 1) (k : n → ℝ)
    (C : Matrix n m ℂ) :
    omEnergy (U * diagonal (fun i => (k i : ℂ)) * Uᴴ) C = ∑ i, k i * occ (Uᴴ * C) i := by
  -- cyclicity of the trace moves the orbitals around the levels
  have cyc : ∀ (A : Matrix m m ℂ) (D : Matrix n n ℂ),
      trace (A * (Cᴴ * (U * D * Uᴴ) * C)) = trace (D * ((Uᴴ * C) * A * (Uᴴ * C)ᴴ)) := by
    intro A D
    calc trace (A * (Cᴴ * (U * D * Uᴴ) * C))
        = trace ((A * (Cᴴ * U)) * (D * (Uᴴ * C))) := by simp only [Matrix.mul_assoc]
      _ = trace ((D * (Uᴴ * C)) * (A * (Cᴴ * U))) := trace_mul_comm _ _
      _ = trace (D * ((Uᴴ * C) * A * (Uᴴ * C)ᴴ)) := by
        simp only [conjTranspose_mul, conjTranspose_conjTranspose, Matrix.mul_assoc]
  unfold omEnergy occ
  rw [cyc, overlap_rotate U hU C]
  simp only [trace, diag_apply, diagonal_mul, Complex.re_sum, Complex.re_ofReal_mul]
```

Write $H=UDU^\dagger$ with $D=\mathrm{diag}(k)$, and $B=U^\dagger C$. The `k i` are energies, not wave vectors. Cyclicity of the trace, proved as `cyc`, gives

$$E=\mathrm{Re}\,\mathrm{tr}\big[D\,B(2-S)B^\dagger\big]=\sum_i k_i f_i,$$

where $f_i$ is `occ (Uᴴ * C) i`. The previous lemma identifies $S$ with $B^\dagger B$.

```lean
/-- For a Hermitian Hamiltonian the energy is the sum of its eigenvalues weighted with the
occupations of the eigenstates. -/
theorem omEnergy_eigen {H : Matrix n n ℂ} (hH : H.IsHermitian) (C : Matrix n m ℂ) :
    omEnergy H C = ∑ i, hH.eigenvalues i *
      occ ((hH.eigenvectorUnitary : Matrix n n ℂ)ᴴ * C) i := by
  have h := hH.spectral_theorem
  rw [Unitary.conjStarAlgAut_apply] at h
  exact (congrArg (fun A => omEnergy A C) h).trans
    (omEnergy_eq_sum _ (mem_unitaryGroup_iff.mp hH.eigenvectorUnitary.2) hH.eigenvalues C)
```

The spectral theorem supplies such a $U$ for every Hermitian $H$, with the eigenvalues $\varepsilon_i$ as levels.

## The lower bounds

```lean
/-- A level `e` with occupation `f` between 0 and 1 contributes at least `min e 0`. -/
theorem min_le_level {e f : ℝ} (h0 : 0 ≤ f) (h1 : f ≤ 1) : min e 0 ≤ e * f := by
  rcases le_total e 0 with he | he
  · rw [min_eq_left he]
    nlinarith
  · rw [min_eq_right he]
    exact mul_nonneg he h0
```

If $e\le0$, then $f\le1$ gives $ef\ge e$. If $e\ge0$, then $f\ge0$ gives $ef\ge0$. Multiplying $f\le1$ by $e$ does not serve in both cases: for positive $e$ it yields only an upper bound.

```lean
/-- For a Hermitian Hamiltonian and any number of orbitals with `2 - S` positive semidefinite,
the orbital-minimization energy is at least the sum of the negative eigenvalues. -/
theorem sum_min_le_omEnergy {H : Matrix n n ℂ} (hH : H.IsHermitian) (C : Matrix n m ℂ)
    (hS : ((2 : ℂ) • (1 : Matrix m m ℂ) - Cᴴ * C).PosSemidef) :
    ∑ i, min (hH.eigenvalues i) 0 ≤ omEnergy H C := by
  rw [omEnergy_eigen hH]
  refine Finset.sum_le_sum fun i _ => min_le_level (occ_nonneg _ ?_ i) (occ_le_one _ i)
  rwa [overlap_rotate _ (mem_unitaryGroup_iff.mp hH.eigenvectorUnitary.2)]
```

Apply the one-level inequality to each eigenstate and add:

$$E(C)=\sum_i\varepsilon_i f_i\ge\sum_i\min(\varepsilon_i,0).$$

The right side is the energy of filling every negative level once. The last line carries the constraint over to the rotated orbitals.

```lean
/-- For a diagonal Hamiltonian with real levels `k i` of any sign, and orbitals with `2 - S`
positive semidefinite, the energy is at least the sum of `min (k i) 0`. -/
theorem sum_min_le_omEnergy_diagonal (k : n → ℝ) (C : Matrix n m ℂ)
    (hS : ((2 : ℂ) • (1 : Matrix m m ℂ) - Cᴴ * C).PosSemidef) :
    ∑ i, min (k i) 0 ≤ omEnergy (diagonal fun i => (k i : ℂ)) C := by
  have h := omEnergy_eq_sum (1 : Matrix n n ℂ) (by simp) k C
  simp only [conjTranspose_one, Matrix.one_mul, Matrix.mul_one] at h
  rw [h]
  exact Finset.sum_le_sum fun i _ => min_le_level (occ_nonneg C hS i) (occ_le_one C i)
```

For diagonal $H$, take $U=1$. Real coefficient matrices are a special case of the complex ones allowed here.

```lean
/-- If no eigenvalue of the Hamiltonian is positive, the energy of arbitrary orbitals is at
least the sum of all eigenvalues. -/
theorem sum_le_omEnergy_of_nonpos {H : Matrix n n ℂ} (hH : H.IsHermitian)
    (hneg : ∀ i, hH.eigenvalues i ≤ 0) (C : Matrix n m ℂ) :
    ∑ i, hH.eigenvalues i ≤ omEnergy H C := by
  rw [omEnergy_eigen hH]
  refine Finset.sum_le_sum fun i _ => ?_
  nlinarith [hneg i, occ_le_one ((hH.eigenvectorUnitary : Matrix n n ℂ)ᴴ * C) i]
```

If every $\varepsilon_i\le0$, then $f_i\le1$ suffices and $C$ is unrestricted. Shifting the energy zero above the top of the spectrum produces this case. With few orbitals, the floor may lie well below any energy they can reach.

```lean
/-- With as many orbitals as basis states, some orbitals with `2 - S` positive semidefinite
have an energy equal to the sum of the negative eigenvalues. -/
theorem exists_omEnergy_eq {H : Matrix n n ℂ} (hH : H.IsHermitian) :
    ∃ C : Matrix n n ℂ, ((2 : ℂ) • (1 : Matrix n n ℂ) - Cᴴ * C).PosSemidef ∧
      omEnergy H C = ∑ i, min (hH.eigenvalues i) 0 := by
  -- fill the eigenstates of negative energy and leave the other columns zero
  let d : n → ℂ := fun i => if hH.eigenvalues i < 0 then 1 else 0
  have hU := mem_unitaryGroup_iff.mp hH.eigenvectorUnitary.2
  have hU' : (hH.eigenvectorUnitary : Matrix n n ℂ)ᴴ * hH.eigenvectorUnitary = 1 :=
    mem_unitaryGroup_iff'.mp hH.eigenvectorUnitary.2
  have hC : (hH.eigenvectorUnitary : Matrix n n ℂ)ᴴ *
      ((hH.eigenvectorUnitary : Matrix n n ℂ) * diagonal d) = diagonal d := by
    rw [← Matrix.mul_assoc, hU', Matrix.one_mul]
  have hS : (2 : ℂ) • (1 : Matrix n n ℂ) - (diagonal d)ᴴ * diagonal d
      = diagonal (fun i => 2 - d i) := by
    rw [diagonal_conjTranspose, diagonal_mul_diagonal]
    ext i j
    by_cases hij : i = j
    · subst hij
      by_cases h : hH.eigenvalues i < 0 <;> simp [d, h]
    · simp [hij]
  refine ⟨(hH.eigenvectorUnitary : Matrix n n ℂ) * diagonal d, ?_, ?_⟩
  · rw [← overlap_rotate _ hU, hC, hS]
    refine posSemidef_diagonal_iff.mpr fun i => ?_
    by_cases h : hH.eigenvalues i < 0 <;> norm_num [d, h, Complex.le_def]
  · rw [omEnergy_eigen hH, hC]
    refine Finset.sum_congr rfl fun i _ => ?_
    unfold occ
    rw [hS, diagonal_conjTranspose, diagonal_mul_diagonal, diagonal_mul_diagonal,
      diagonal_apply_eq]
    by_cases h : hH.eigenvalues i < 0
    · norm_num [d, h, min_eq_left h.le]
    · simp [d, h, min_eq_right (not_lt.mp h)]

end

end OrbitalMinimization
```

With as many orbitals as basis states, the constrained floor is reached. Take $C=U\,\mathrm{diag}(d)$, with $d_i=1$ for $\varepsilon_i<0$ and $d_i=0$ otherwise. Then $2-\mathrm{diag}(d)^2$ has diagonal entries 1 or 2, and the occupations are $d_i(2-d_i^2)d_i=d_i$. The two outer bullets at the end of the proof check the constraint and the energy.

## In a linear-scaling calculation

For a gapped system with a fixed one-electron Hamiltonian, one places the energy zero $\eta$ in the gap, takes at least as many orbitals as occupied states, confines each to a region of fixed size, and lowers $E$ by conjugate gradients in the remaining entries of $C$. Each step forms $S$ and $C^\dagger HC$, but neither inverts $S$ nor orthonormalises the orbitals. In a localised orthonormal basis with a short-ranged $H$ these matrices are sparse, and the work per step can grow linearly with the size of the system. Adding $\eta N$ for $N$ occupied levels turns the floor into the usual sum of occupied energies. The bound applies at every step where $2-S$ is positive semidefinite, which the calculation has to check separately. It does not show that the search converges to the floor, or that confined orbitals can reach it.

```lean
#print axioms OrbitalMinimization.sum_min_le_omEnergy
#print axioms OrbitalMinimization.sum_min_le_omEnergy_diagonal
#print axioms OrbitalMinimization.sum_le_omEnergy_of_nonpos
#print axioms OrbitalMinimization.exists_omEnergy_eq
```

```
'OrbitalMinimization.sum_min_le_omEnergy' depends on axioms: [propext, Classical.choice, Quot.sound]
'OrbitalMinimization.sum_min_le_omEnergy_diagonal' depends on axioms: [propext, Classical.choice, Quot.sound]
'OrbitalMinimization.sum_le_omEnergy_of_nonpos' depends on axioms: [propext, Classical.choice, Quot.sound]
'OrbitalMinimization.exists_omEnergy_eq' depends on axioms: [propext, Classical.choice, Quot.sound]
```
